# The two nearest-neighbour singlet pairings of a 2n-site spin-1/2 ring, oriented from odd to even sites, overlap by \(2^{1-n}\)

Model the two Kekulé structures of benzene as singlet pairings of six spins, one per site, with every singlet oriented from an odd to an even site. If I treat these two states as orthogonal and divide their sum by \(\sqrt2\), the result is not normalised: its squared norm is \(5/4\), because the states overlap by \(1/4\). For a larger ring I need the corresponding number. The claim I have is that on a ring of \(2n\) spin-1/2 sites, the two ways of pairing every site with a neighbour, built from normalised singlets \((\uparrow_i\downarrow_j-\downarrow_i\uparrow_j)/\sqrt2\) with \(i\) odd and \(j\) even, overlap by exactly \(2^{1-n}\). Can this be derived rigorously for every \(n\) and checked by machine?

## Counting the closed loops

Yes. It follows from a rule for any two pairings of \(n\) odd with \(n\) even sites: superpose their bonds, count the closed loops, and the overlap is \(2^{\text{loops}}/2^n\).

Label the odd sites and the even sites by the same set of \(n\) labels. A pairing is then a permutation \(\sigma\), which bonds odd site \(k\) to even site \(\sigma(k)\). Write \(a_k\) for the spin of odd site \(k\) and \(b_j\) for the spin of even site \(j\). The singlet amplitude \(s(a,b)\) is \(1/\sqrt2\) for \(\uparrow\downarrow\), \(-1/\sqrt2\) for \(\downarrow\uparrow\), and zero for parallel spins. The pairing state has amplitudes

\[
\psi_\sigma(a,b)=\prod_k s(a_k,b_{\sigma(k)}).
\]

Take a second pairing \(\tau\) and multiply the two amplitudes, grouping the factors by odd site:

\[
\psi_\sigma(a,b)\,\psi_\tau(a,b)=\prod_k s(a_k,b_{\sigma(k)})\,s(a_k,b_{\tau(k)}).
\]

Each factor vanishes unless both partners are antiparallel to \(a_k\). If they are, the two singlet amplitudes have the same sign, since that sign depends only on \(a_k\), and their product is \(+1/2\). So the full product is \(2^{-n}\) on configurations that are antiparallel along every bond of both pairings, and zero on all others. Call the former shared configurations.

To count them, start at an even site \(j\). Its \(\sigma\) bond leads to odd site \(\sigma^{-1}(j)\), and the \(\tau\) bond from there leads to even site \(\tau\sigma^{-1}(j)\). The spin flips twice, so in a shared configuration

\[
b_{\tau\sigma^{-1}(j)}=b_j .
\]

The even spins are therefore constant on each cycle of \(\tau\sigma^{-1}\), and these cycles are the closed loops. Conversely, choose one spin freely for each loop and give it to every even site of that loop. The two partners \(\sigma(k)\) and \(\tau(k)\) of an odd site lie on the same loop, so their spins agree, and setting \(a_k\) opposite to them gives a shared configuration. No other value of \(a_k\) would do. There are \(2^{\text{loops}}\) shared configurations, and summing \(2^{-n}\) over them gives

\[
\langle\psi_\sigma|\psi_\tau\rangle=\frac{2^{\text{loops}}}{2^n}.
\]

If \(\sigma=\tau\), every bond is a loop of its own, so there are \(n\) loops and the norm is one.

On the ring, let \(k\) run over the integers modulo \(n\) and label odd site \(2k+1\) and even site \(2k+2\). One pairing bonds each odd site to its right neighbour, so \(\sigma(k)=k\). The other bonds it to its left neighbour, so \(\tau(k)=k-1\). Then \(\tau\sigma^{-1}\) is a step of \(-1\), which visits every label before returning. There is one loop, and the overlap is \(2/2^n=2^{1-n}\).

## Four sites by hand

For \(n=2\), write the spins in the order of sites 1, 2, 3, 4. The pairing with bonds 1–2 and 3–4 is

\[
\tfrac12\left(\uparrow\downarrow\uparrow\downarrow-\uparrow\downarrow\downarrow\uparrow-\downarrow\uparrow\uparrow\downarrow+\downarrow\uparrow\downarrow\uparrow\right),
\]

and the pairing with bonds 1–4 and 3–2 is

\[
\tfrac12\left(\uparrow\downarrow\uparrow\downarrow-\uparrow\uparrow\downarrow\downarrow-\downarrow\downarrow\uparrow\uparrow+\downarrow\uparrow\downarrow\uparrow\right).
\]

Only the two alternating configurations occur in both. Each contributes \(\tfrac12\cdot\tfrac12=\tfrac14\), so the overlap is \(\tfrac12=2^{1-2}\).

## The Lean file

```lean
import Mathlib

open Equiv

namespace PerfectPairingOverlap

noncomputable section

variable {ι : Type*}

/-- A spin configuration: the spins of the odd sites and the spins of the even sites,
with `true` for up and `false` for down. -/
abbrev Config (ι : Type*) := (ι → Bool) × (ι → Bool)

/-- Amplitudes of the normalised singlet (up down - down up)/√2 on an ordered pair of sites. -/
def singlet (s t : Bool) : ℝ :=
  if s = t then 0 else if s = true then (Real.sqrt 2)⁻¹ else -(Real.sqrt 2)⁻¹

/-- The perfect-pairing state in which odd site `k` forms a singlet with even site `σ k`. -/
def pairing [Fintype ι] (σ : Perm ι) (c : Config ι) : ℝ :=
  ∏ k, singlet (c.1 k) (c.2 (σ k))

/-- The overlap of two spin states with real amplitudes. -/
def overlap [Fintype ι] [DecidableEq ι] (φ ψ : Config ι → ℝ) : ℝ :=
  ∑ c, φ c * ψ c

/-- A configuration is shared by two pairings if the spins are antiparallel on every bond
of both. -/
def Shared (σ τ : Perm ι) (c : Config ι) : Prop :=
  ∀ k, c.2 (σ k) = !(c.1 k) ∧ c.2 (τ k) = !(c.1 k)

instance [Fintype ι] (σ τ : Perm ι) : DecidablePred (Shared σ τ) := fun c => by
  unfold Shared
  infer_instance

/-- Two even sites are equivalent if they are joined by a path of alternating bonds of the
two pairings. -/
def loopSetoid (σ τ : Perm ι) : Setoid ι where
  r := (τ * σ⁻¹).SameCycle
  iseqv := ⟨fun x => Perm.SameCycle.refl _ x, fun h => h.symm, fun h g => h.trans g⟩

/-- The number of closed loops formed by superposing the bonds of two pairings; a bond
common to both counts as one loop. -/
def loops (σ τ : Perm ι) : ℕ := Nat.card (Quotient (loopSetoid σ τ))

/-- Two singlets with the same odd site have amplitude product 1/2 if both partners are
antiparallel to that site, and zero otherwise. -/
theorem singlet_mul (s t u : Bool) :
    singlet s t * singlet s u = if t = !s ∧ u = !s then (2 : ℝ)⁻¹ else 0 := by
  have h : (Real.sqrt 2)⁻¹ * (Real.sqrt 2)⁻¹ = (2 : ℝ)⁻¹ := by
    rw [← mul_inv, Real.mul_self_sqrt (by norm_num)]
  cases s <;> cases t <;> cases u <;> simp [singlet, h]

/-- The amplitudes of two pairings multiply to `2⁻ⁿ` on each shared configuration and to
zero on all others, where `n` is the number of bonds in each pairing. -/
theorem pairing_mul [Fintype ι] (σ τ : Perm ι) (c : Config ι) :
    pairing σ c * pairing τ c =
      if Shared σ τ c then (2 : ℝ)⁻¹ ^ Fintype.card ι else 0 := by
  unfold pairing
  rw [← Finset.prod_mul_distrib]
  simp_rw [singlet_mul]
  split_ifs with h
  · rw [Finset.prod_congr rfl (fun k _ => if_pos (h k)), Finset.prod_const,
      Finset.card_univ]
  · -- one violated bond is enough to make the product vanish
    obtain ⟨k, hk⟩ := not_forall.mp h
    exact Finset.prod_eq_zero (Finset.mem_univ k) (if_neg hk)

/-- A spin pattern unchanged by one step of a permutation is constant on its cycles. -/
theorem constant_on_cycle (π : Perm ι) (f : ι → Bool) (h : ∀ x, f (π x) = f x)
    {x y : ι} (hxy : π.SameCycle x y) : f x = f y := by
  have hn : ∀ (m : ℕ) (z : ι), f ((π ^ m) z) = f z := by
    intro m z
    induction m with
    | zero => simp
    | succ m ih => rw [pow_succ', Perm.mul_apply, h, ih]
  obtain ⟨i, rfl⟩ := hxy
  obtain ⟨m, rfl | rfl⟩ := Int.eq_nat_or_neg i
  · rw [zpow_natCast, hn]
  · rw [zpow_neg, zpow_natCast]
    have h' := hn m ((π ^ m)⁻¹ x)
    have e : (π ^ m) ((π ^ m)⁻¹ x) = x := Equiv.apply_symm_apply (π ^ m) x
    rwa [e] at h'

/-- Two pairings share exactly `2 ^ loops` spin configurations. -/
theorem card_shared [Finite ι] (σ τ : Perm ι) :
    Nat.card {c : Config ι // Shared σ τ c} = 2 ^ loops σ τ := by
  -- one spin per loop determines the whole configuration
  let F : (Quotient (loopSetoid σ τ) → Bool) → {c : Config ι // Shared σ τ c} := fun g =>
    ⟨(fun k => !(g (Quotient.mk (loopSetoid σ τ) (σ k))),
      fun j => g (Quotient.mk (loopSetoid σ τ) j)), by
      intro k
      have hc : (τ * σ⁻¹).SameCycle (τ k) (σ k) :=
        Perm.SameCycle.symm ⟨1, by simp⟩
      have e : Quotient.mk (loopSetoid σ τ) (τ k) = Quotient.mk (loopSetoid σ τ) (σ k) :=
        Quotient.sound hc
      exact ⟨by simp, by simp [e]⟩⟩
  have hF : Function.Bijective F := by
    constructor
    · intro g g' h
      funext q
      obtain ⟨j, rfl⟩ := Quotient.exists_rep q
      exact congrFun (congrArg (fun c : {c : Config ι // Shared σ τ c} => c.1.2) h) j
    · rintro ⟨c, hc⟩
      have hinv : ∀ x, c.2 ((τ * σ⁻¹) x) = c.2 x := by
        intro x
        obtain ⟨h1, h2⟩ := hc (σ⁻¹ x)
        have e : σ (σ⁻¹ x) = x := Equiv.apply_symm_apply σ x
        rw [e] at h1
        rw [Perm.mul_apply, h2, h1]
      refine ⟨Quotient.lift c.2 (fun x y h => constant_on_cycle _ c.2 hinv h), ?_⟩
      refine Subtype.ext (Prod.ext (funext fun k => ?_) rfl)
      change (!(c.2 (σ k))) = c.1 k
      rw [(hc k).1, Bool.not_not]
  rw [← Nat.card_eq_of_bijective F hF, Nat.card_fun, loops]
  simp

/-- The overlap of any two perfect pairings of `n` odd with `n` even sites is
`2 ^ loops / 2 ^ n`. -/
theorem overlap_pairing [Fintype ι] [DecidableEq ι] (σ τ : Perm ι) :
    overlap (pairing σ) (pairing τ) = 2 ^ loops σ τ / 2 ^ Fintype.card ι := by
  unfold overlap
  simp_rw [pairing_mul]
  rw [← Finset.sum_filter, Finset.sum_const, nsmul_eq_mul, ← Fintype.card_subtype,
    ← Nat.card_eq_fintype_card, card_shared, inv_pow, div_eq_mul_inv]
  push_cast
  rfl

/-- Every perfect-pairing state is normalised. -/
theorem pairing_normalised [Fintype ι] [DecidableEq ι] (σ : Perm ι) :
    overlap (pairing σ) (pairing σ) = 1 := by
  -- each bond is a loop of its own
  have h : loops σ σ = Fintype.card ι := by
    rw [← Nat.card_eq_fintype_card]
    refine (Nat.card_eq_of_bijective (Quotient.mk (loopSetoid σ σ))
      ⟨fun x y hxy => ?_, Quotient.exists_rep⟩).symm
    have h' : (σ * σ⁻¹).SameCycle x y := Quotient.exact hxy
    rw [mul_inv_cancel] at h'
    exact Perm.sameCycle_one.mp h'
  rw [overlap_pairing, h, div_self (by positivity)]

/-- On a ring of `2n` sites, with `k` labelling odd site `2k+1` and even site `2k+2`, this
map sends each odd site to its even neighbour `2k`. -/
def leftNeighbour (n : ℕ) : Perm (ZMod n) := Equiv.subRight 1

/-- The two nearest-neighbour pairings of the ring superpose to a single loop. -/
theorem loops_ring (n : ℕ) [NeZero n] : loops 1 (leftNeighbour n) = 1 := by
  have hp : ∀ (m : ℕ) (x : ZMod n), (leftNeighbour n ^ m) x = x - m := by
    intro m x
    induction m with
    | zero => simp
    | succ m ih =>
      rw [pow_succ', Perm.mul_apply, ih]
      change x - (m : ZMod n) - 1 = x - ((m + 1 : ℕ) : ZMod n)
      push_cast
      ring
  -- repeated steps to the left reach every even site
  have hc : ∀ x y : ZMod n, (leftNeighbour n * 1⁻¹).SameCycle x y := by
    intro x y
    refine ⟨((x - y).val : ℤ), ?_⟩
    rw [inv_one, mul_one, zpow_natCast, hp, ZMod.natCast_zmod_val]
    ring
  unfold loops
  rw [Nat.card_eq_one_iff_unique]
  refine ⟨⟨fun p q => ?_⟩, ⟨Quotient.mk _ 0⟩⟩
  obtain ⟨x, rfl⟩ := Quotient.exists_rep p
  obtain ⟨y, rfl⟩ := Quotient.exists_rep q
  exact Quotient.sound (hc x y)

/-- The two nearest-neighbour perfect pairings of a ring of `2n` spin-1/2 sites, with
singlets oriented from odd to even sites, have overlap `2^(1-n)`. -/
theorem ring_overlap (n : ℕ) [NeZero n] :
    overlap (pairing 1) (pairing (leftNeighbour n)) = (2 : ℝ) ^ (1 - (n : ℤ)) := by
  rw [overlap_pairing, loops_ring, ZMod.card, zpow_sub₀ two_ne_zero, zpow_one,
    zpow_natCast, pow_one]

/-- The two Kekulé pairings of the six-site benzene ring have overlap 1/4. -/
theorem benzene_overlap :
    overlap (pairing 1) (pairing (leftNeighbour 3)) = 1 / 4 := by
  rw [overlap_pairing, loops_ring, ZMod.card]
  norm_num

end

end PerfectPairingOverlap
```

```lean
#print axioms PerfectPairingOverlap.pairing_normalised
#print axioms PerfectPairingOverlap.ring_overlap
#print axioms PerfectPairingOverlap.benzene_overlap
```

```
'PerfectPairingOverlap.pairing_normalised' depends on axioms: [propext, Classical.choice, Quot.sound]
'PerfectPairingOverlap.ring_overlap' depends on axioms: [propext, Classical.choice, Quot.sound]
'PerfectPairingOverlap.benzene_overlap' depends on axioms: [propext, Classical.choice, Quot.sound]
```

## What the theorems say about the ring

The type `ι` is the common label set. A `Config ι` is a pair of functions to `Bool`, with the odd spins first, the even spins second, and `true` meaning up. The function `singlet` holds the normalised amplitudes, `pairing σ` is \(\psi_\sigma\), and `overlap` sums products of amplitudes over all configurations. This treats the spin configurations as an orthonormal basis; the amplitudes are real, so no complex conjugation is needed.

The general rule is `overlap_pairing`. It holds for any two permutations of a finite label set, so bonds may be long or may cross, but each must join an odd site to an even one. The number `loops σ τ` counts equivalence classes of even sites under the cycles of `τ * σ⁻¹`.

In `ring_overlap`, the labels are `ZMod n`, the right pairing is the identity permutation `1`, and the left pairing is `leftNeighbour n`. The exponent `1 - (n : ℤ)` is an integer, so the power is a true fraction when \(n>1\). The hypothesis `NeZero n` admits \(n=1\) as well: the two pairings then coincide and the overlap is 1. The benzene value is `benzene_overlap`.

The orientation from odd to even sites is a convention that affects the sign. Reversing one singlet changes the sign of its state, so orienting every bond clockwise around the ring instead would multiply the overlap by \((-1)^n\), which gives \(-1/4\) for benzene.

In a valence-bond calculation restricted to these two structures, with one electron per site, orthonormal site orbitals written in the same order in both structures, and normalised singlets oriented from odd to even sites, \(2^{1-n}\) is the off-diagonal element of the overlap matrix. The model contains no ionic structures and no overlap between site orbitals. It also has no Hamiltonian, so the theorems give no resonance energy.

## From one bond to the whole ring in the proof

The lemma `singlet_mul` is the one-site calculation. It checks all eight combinations of three spins, using \((1/\sqrt2)^2=1/2\). Then `pairing_mul` merges the two products into one over odd sites, as above. If the configuration is shared, every factor is \(1/2\); if not, a single violated bond supplies a zero factor.

The counting rests on `constant_on_cycle`: a spin pattern unchanged by one step of a permutation is constant along each cycle. Induction handles forward steps, and backward steps are reduced to forward ones.

In `card_shared`, the map `F` turns one spin per loop into a configuration, giving the even sites the spin of their loop and the odd sites the opposite spin. Two different choices differ on some even site, so `F` is injective. For surjectivity, the proof takes a shared configuration, derives the two-flip identity `hinv`, and uses `constant_on_cycle` to read off one well-defined spin per loop. The number of shared configurations is therefore the number of functions from loops to `Bool`, which is \(2^{\text{loops}}\).

The theorem `overlap_pairing` restricts the sum to shared configurations and multiplies their number by \(2^{-n}\). For `pairing_normalised`, `σ * σ⁻¹` is the identity, whose cycles are single sites, so the number of loops equals the number of bonds.

For the ring, `loops_ring` first shows by induction that \(m\) steps of `leftNeighbour n` send \(x\) to \(x-m\). Choosing \(m\) as the representative of \(x-y\) between \(0\) and \(n-1\) takes \(x\) to \(y\), so all even sites lie in one cycle. Substituting one loop into the general rule gives `ring_overlap`, and the same substitution carried out at \(n=3\) gives `benzene_overlap`.
